# Plane-wave photoionization of a hydrogenic 1s state: the length cross section is four times the velocity one

Compute the photoionization cross section of hydrogen 1s with a plane wave for the ejected electron, once with the position operator and once with the momentum operator, and the two answers disagree. The disagreement can look like a lost factor of two in a Fourier convention, a normalisation constant or the photon energy, but it remains when all of these are right, because the plane wave is not an eigenstate of the hydrogen Hamiltonian. The problems below find the ratio for a family of bound states that contains 1s, and then ask which states have such a ratio.

## Bound states, photon energy and the two dipoles

Atomic units are used throughout. The photoelectron momentum $k$ is a vector in Euclidean three-space.

In Lean 4 with Mathlib:

```lean
import Mathlib

noncomputable section

namespace PlaneWavePhotoionization

/-- Photoelectron momenta: vectors of Euclidean three-space. -/
abbrev Momentum := EuclideanSpace ℝ (Fin 3)
```

A level with binding energy $Z^2/2$ emits an electron of kinetic energy $|k|^2/2$. With $D(k)=Z^2+|k|^2$, energy conservation gives the photon energy $\omega(k)=D(k)/2$.

```lean
/-- Photon energy (atomic units) that ejects an electron of momentum `k` from a level with
binding energy `Z ^ 2 / 2`. -/
def photonEnergy (Z : ℝ) (k : Momentum) : ℝ := (Z ^ 2 + ‖k‖ ^ 2) / 2
```

The bound states have momentum functions

$$\varphi(k)=\frac{A}{(Z^2+|k|^2)^n},\qquad n=0,1,2,\dots$$

For $n=2$ this is the 1s state of nuclear charge $Z$. The constant $A$ is left free; for $Z>0$ the normalised state has $A=2\sqrt2\,Z^{5/2}/\pi$. For $n=1$ it is the state bound by a zero-range potential, $e^{-Zr}/r$ in position space. The value $n=0$ gives a constant, which is no bound state but a useful smallest case.

```lean
/-- The momentum function `A / (Z ^ 2 + |k| ^ 2) ^ n`, for `Z` and `k` not both zero;
`n = 2` is the hydrogenic 1s state and `n = 1` the zero-range bound state. -/
def orbital (A Z : ℝ) (n : ℕ) (k : Momentum) : ℝ := A / (Z ^ 2 + ‖k‖ ^ 2) ^ n
```

Between a plane wave and the bound state, the position operator has matrix element $i\nabla\varphi(k)$ and the momentum operator has $k\,\varphi(k)$. For exact eigenstates of one Hamiltonian $p^2/2+V(r)$, the commutator $i[H,r]=p$ gives $\langle f|r|i\rangle=-i\langle f|p|i\rangle/\omega$. The velocity form uses the right-hand side even though the plane wave is not an exact final state, which yields $-i\varphi(k)k/\omega$. Dropping the phases $i$ and $-i$ leaves two real vectors: the length dipole $\nabla\varphi$, written with Mathlib's `gradient`, and the velocity dipole

$$v(k)=\frac{\varphi(k)}{\omega(k)}\,k .$$

```lean
/-- Plane-wave dipole vector in velocity form, `φ(k) k / ω`, for nonzero photon energy `ω`. -/
def velocityDipole (Z : ℝ) (φ : Momentum → ℝ) (k : Momentum) : Momentum :=
  (φ k / photonEnergy Z k) • k
```

For a real polarisation vector $e$ and a dipole vector $d$, the differential cross section is $c\,\omega\,|k|\,(e\cdot d)^2$. The factor $|k|$ is the density of final states, and $c$ stands for the universal constants and the normalisation of the plane wave, which both forms share. The code does not require $e$ to have unit length.

```lean
/-- Differential cross section `c ω |k| (e · d) ^ 2` for polarisation `e` and dipole vector `d`,
with `c` collecting the universal constants. -/
def crossSection (c Z : ℝ) (e d k : Momentum) : ℝ :=
  c * photonEnergy Z k * ‖k‖ * (inner ℝ e d) ^ 2
```

The model has one electron, a plane-wave final state and the dipole approximation. The Coulomb attraction on the outgoing electron is neglected, and the Fourier and commutator arguments above enter only through the definitions.

## (a) The momentum gradient of the orbital

**Task.** Show that wherever $\omega(k)>0$ the orbital is differentiable and

$$\nabla\varphi(k)=-n\,v(k).$$

**Solution.** Write $\varphi(k)=g(|k|^2)$ with $g(s)=A(Z^2+s)^{-n}$. Since $D(k)=2\omega(k)>0$, the profile is differentiable at $s=|k|^2$, and

$$g'(|k|^2)=-\frac{nA}{D^{\,n+1}}=-\frac{n\,\varphi(k)}{D}.$$

The gradient of $|k|^2$ is $2k$. The chain rule gives

$$\nabla\varphi(k)=-\frac{2n\,\varphi(k)}{D}\,k=-n\,\frac{\varphi(k)}{D/2}\,k=-n\,v(k).$$

For $n=0$ the orbital is constant and both sides vanish.

```lean
/-- At positive photon energy the momentum gradient of the orbital, its length-form dipole,
is `-n` times the velocity-form dipole. -/
theorem hasGradientAt_orbital (A Z : ℝ) (n : ℕ) (k : Momentum) (hω : 0 < photonEnergy Z k) :
    HasGradientAt (orbital A Z n) ((-(n : ℝ)) • velocityDipole Z (orbital A Z n) k) k := by
  have hD : Z ^ 2 + ‖k‖ ^ 2 ≠ 0 := by
    have h : 0 < Z ^ 2 + ‖k‖ ^ 2 := by
      unfold photonEnergy at hω
      linarith
    exact h.ne'
  -- derivative of the profile with respect to the squared momentum
  have hg : HasDerivAt (fun s : ℝ => A / (Z ^ 2 + s) ^ n)
      (-(n * A) / (Z ^ 2 + ‖k‖ ^ 2) ^ (n + 1)) (‖k‖ ^ 2) := by
    have h1 : HasDerivAt (fun s : ℝ => Z ^ 2 + s) 1 (‖k‖ ^ 2) :=
      (hasDerivAt_id _).const_add _
    refine ((hasDerivAt_const _ A).fun_div (h1.fun_pow n) (pow_ne_zero n hD)).congr_deriv ?_
    cases n with
    | zero => simp
    | succ m =>
      simp only [Nat.add_sub_cancel]
      field_simp
      ring
  -- chain rule through the squared norm
  have hcomp := hg.comp_hasFDerivAt k (hasStrictFDerivAt_norm_sq k).hasFDerivAt
  have h : HasFDerivAt (orbital A Z n) _ k := hcomp
  refine hasGradientAt_iff_hasFDerivAt.mpr (h.congr_fderiv ?_)
  refine ContinuousLinearMap.ext fun v => ?_
  simp only [smul_apply, innerSL_apply_apply,
    InnerProductSpace.toDual_apply_apply, velocityDipole, orbital, photonEnergy,
    real_inner_smul_left, smul_eq_mul, nsmul_eq_mul, Nat.cast_ofNat]
  field_simp
  ring
```

`HasGradientAt` says that the function is differentiable at `k` and that its derivative in any direction is the inner product with the stated vector. The hypothesis `hω` excludes only the case in which $Z$ and $k$ are both zero. In the proof, `hg` is the derivative of $g$, with $n=0$ treated separately because of the exponent $n-1$ in the power rule. Then `hcomp` is the chain rule through the squared norm, and the closing lines compare the two derivatives on an arbitrary direction `v`, which is a test vector here and not the velocity dipole.

## (b) The hydrogenic 1s state

**Task.** For $n=2$ and $Z\neq0$, show that $\varphi$ is differentiable everywhere and that at every $k$

$$|\nabla\varphi(k)|^2=4\,|v(k)|^2 .$$

**Solution.** Because $Z\neq0$, the photon energy is positive at every momentum, including $k=0$. Part (a) therefore applies everywhere and gives $\nabla\varphi=-2v$. Taking squared norms gives the factor $(-2)^2=4$. For hydrogen, with $Z=1$ and the unnormalised choice $A=1$, the two sides can be written out:

$$|\nabla\varphi(k)|^2=\frac{16|k|^2}{(1+|k|^2)^6},\qquad |v(k)|^2=\frac{4|k|^2}{(1+|k|^2)^6}.$$

The factor of two in $\omega=D/2$ needs care. Dividing by $D$ instead of $\omega$ in the velocity dipole halves that vector, and the ratio of squares comes out as 16.

```lean
/-- For a hydrogenic 1s state the momentum function is differentiable, and at every momentum the
squared length-form dipole is four times the squared velocity-form dipole. -/
theorem hydrogenic_length_velocity_four (A Z : ℝ) (hZ : Z ≠ 0) :
    Differentiable ℝ (orbital A Z 2) ∧ ∀ k : Momentum,
      ‖gradient (orbital A Z 2) k‖ ^ 2 = 4 * ‖velocityDipole Z (orbital A Z 2) k‖ ^ 2 := by
  have h : ∀ k, HasGradientAt (orbital A Z 2)
      ((-((2 : ℕ) : ℝ)) • velocityDipole Z (orbital A Z 2) k) k := fun k =>
    hasGradientAt_orbital A Z 2 k (by unfold photonEnergy; positivity)
  refine ⟨fun k => (h k).differentiableAt, fun k => ?_⟩
  rw [(h k).gradient, norm_smul, mul_pow]
  norm_num
```

The theorem holds for every real `A` and every nonzero `Z`, so neither the normalisation nor the nuclear charge affects the ratio. Differentiability is part of the conclusion because Mathlib assigns the gradient the value zero where a function is not differentiable; with it, the equation concerns the true gradient. The proof applies part (a) at each momentum and takes the norm of a scalar multiple.

## (c) From dipoles to cross sections

**Task.** Let $\sigma_L$ and $\sigma_V$ be the differential cross sections built from $\nabla\varphi$ and $v$. Show that for every polarisation and every momentum

$$\sigma_L=n^2\,\sigma_V .$$

**Solution.** If $k=0$, the factor $|k|$ makes both cross sections zero. This is the ionization threshold, where the density of plane-wave final states vanishes. It is a feature of the model: with the Coulomb attraction on the outgoing electron included, the total cross section of hydrogen does not vanish there. If $k\neq0$, then $\omega(k)>0$ for any $Z$, and part (a) gives

$$\sigma_L=c\,\omega|k|\,(e\cdot\nabla\varphi)^2=c\,\omega|k|\,(-n\,e\cdot v)^2=n^2\,\sigma_V .$$

For 1s this is the factor four of the title.

```lean
/-- For every polarisation and momentum, the length-form cross section of the orbital with
exponent `n` is `n ^ 2` times the velocity-form one. -/
theorem crossSection_length_eq (c A Z : ℝ) (n : ℕ) (e k : Momentum) :
    crossSection c Z e (gradient (orbital A Z n) k) k =
      (n : ℝ) ^ 2 * crossSection c Z e (velocityDipole Z (orbital A Z n) k) k := by
  by_cases hk : k = 0
  · -- at threshold the density of final states vanishes
    simp [crossSection, hk]
  · have hn : 0 < ‖k‖ := norm_pos_iff.mpr hk
    have hω : 0 < photonEnergy Z k := by unfold photonEnergy; positivity
    rw [(hasGradientAt_orbital A Z n k hω).gradient]
    simp only [crossSection, real_inner_smul_right]
    ring
```

No hypothesis on `Z` is needed, since the hypothesis of part (a) can fail only at $k=0$, which the threshold case covers. The proof splits in the same way: `by_cases` separates $k=0$, and otherwise the gradient is replaced using part (a) and the scalar is pulled out of the inner product.

In electronic-structure work, the gap between length and velocity results serves as a check on approximate wave functions. For each orbital of the family above, with a plane-wave final state, the relative gap is the same at every photon energy above threshold, so going to faster photoelectrons does not reduce it.

## (d) When the two forms agree

**Task.** Suppose $c\neq0$, $A\neq0$ and $e\cdot k\neq0$. Show that

$$\sigma_L=\sigma_V\iff n=1 .$$

**Solution.** From $e\cdot k\neq0$ it follows that $k\neq0$, so $\omega>0$ and $\varphi(k)\neq0$. Hence

$$\sigma_V=c\,\omega|k|\left(\frac{\varphi(k)}{\omega}\,e\cdot k\right)^2\neq0 .$$

By part (c), equality of the cross sections means $(n^2-1)\sigma_V=0$, that is $(n-1)(n+1)\sigma_V=0$. The last two factors are nonzero, so $n=1$. Conversely, $n=1$ makes the ratio in part (c) equal to one.

The condition on the polarisation matters. If $e$ is perpendicular to $k$, both cross sections vanish and agree for every $n$, so agreement in that direction says nothing about the state.

```lean
/-- If the constants `c` and `A` and the inner product `e · k` are all nonzero, the length and
velocity cross sections agree exactly when `n = 1`. -/
theorem length_eq_velocity_iff (c A Z : ℝ) (n : ℕ) (e k : Momentum)
    (hc : c ≠ 0) (hA : A ≠ 0) (he : inner ℝ e k ≠ 0) :
    crossSection c Z e (gradient (orbital A Z n) k) k =
      crossSection c Z e (velocityDipole Z (orbital A Z n) k) k ↔ n = 1 := by
  have hk : k ≠ 0 := by
    intro h
    apply he
    rw [h, inner_zero_right]
  have hn : 0 < ‖k‖ := norm_pos_iff.mpr hk
  have hD : 0 < Z ^ 2 + ‖k‖ ^ 2 := by positivity
  have hω : photonEnergy Z k ≠ 0 := (div_pos hD two_pos).ne'
  have hφ : orbital A Z n k ≠ 0 := div_ne_zero hA (pow_ne_zero n hD.ne')
  -- the velocity cross section does not vanish
  have hσ : crossSection c Z e (velocityDipole Z (orbital A Z n) k) k ≠ 0 := by
    unfold crossSection velocityDipole
    rw [real_inner_smul_right]
    exact mul_ne_zero (mul_ne_zero (mul_ne_zero hc hω) hn.ne')
      (pow_ne_zero 2 (mul_ne_zero (div_ne_zero hφ hω) he))
  rw [crossSection_length_eq]
  constructor
  · intro h
    have h0 : ((n : ℝ) - 1) *
        (((n : ℝ) + 1) * crossSection c Z e (velocityDipole Z (orbital A Z n) k) k) = 0 := by
      linear_combination h
    have h1 := (mul_eq_zero.mp h0).resolve_right (mul_ne_zero (by positivity) hσ)
    have h2 : (n : ℝ) = 1 := by linarith
    exact_mod_cast h2
  · intro h
    rw [h]
    simp
```

The hypotheses `hc`, `hA` and `he` are the three conditions of the task, and `hσ` is the nonvanishing of $\sigma_V$. The forward direction factors the equation as above and cancels; the reverse direction substitutes $n=1$.

The physics agrees with this. A dipole transition from an s state leads to a p wave, and a zero-range potential does not act on p waves. The relevant part of the plane wave is then an exact final state, and the commutator relation holds. The amplitudes agree as well: with the phases restored, $i\nabla\varphi=-i\varphi k/\omega$ is exactly the relation $\nabla\varphi=-v$, so the minus sign in part (a) is no conflict between the forms.

## (e) Which states have a fixed dipole ratio

**Task.** Let $Z\neq0$, fix $n$, and let $\varphi$ now be any real function of momentum, with $v=\varphi k/\omega$ built from it. Show that

$$\varphi\text{ is differentiable and }\nabla\varphi=-n\,v\text{ everywhere}\iff \varphi(k)=\frac{A}{(Z^2+|k|^2)^n}\text{ for some real }A .$$

**Solution.** The direction from right to left is part (a), applied at every momentum. For the other direction, consider the product $\varphi D^n$. Since $v=2\varphi k/D$, the assumption reads $\nabla\varphi=-2n\varphi k/D$, and

$$\nabla(\varphi D^n)=D^n\nabla\varphi+\varphi\,nD^{n-1}\,2k=-2n\varphi D^{n-1}k+2n\varphi D^{n-1}k=0 .$$

A function on $\mathbb R^3$ with zero derivative everywhere is constant. Evaluating at $k=0$ gives the constant $A=\varphi(0)\,Z^{2n}$, and dividing by $D^n>0$ gives the stated form. For $n=0$ the argument says that a function with zero gradient is constant. The zero function is included, with $A=0$.

For $n\ge1$ the ratio of squared dipoles alone would not be a sufficient assumption. With $A\neq0$, the growing function $\varphi=A\,(Z^2+|k|^2)^n$ satisfies $\nabla\varphi=+n\,v$, so it has the same ratio of squared dipoles without being a bound state of the family.

```lean
/-- For nonzero `Z`, a real momentum function is differentiable with length dipole equal to `-n`
times its velocity dipole at all momenta exactly when it is of the form `A / (Z ^ 2 + |k| ^ 2) ^ n`
for some real `A`. -/
theorem dipole_ratio_iff_orbital (Z : ℝ) (hZ : Z ≠ 0) (n : ℕ) (φ : Momentum → ℝ) :
    (Differentiable ℝ φ ∧ ∀ k, gradient φ k = (-(n : ℝ)) • velocityDipole Z φ k) ↔
      ∃ A : ℝ, φ = orbital A Z n := by
  constructor
  · rintro ⟨hd, hφ⟩
    have hD : ∀ k : Momentum, Z ^ 2 + ‖k‖ ^ 2 ≠ 0 := fun k => by positivity
    -- the product of `φ` with the inverse profile has zero derivative
    have hz : ∀ k : Momentum,
        HasFDerivAt (fun q : Momentum => φ q * (Z ^ 2 + ‖q‖ ^ 2) ^ n)
          (0 : Momentum →L[ℝ] ℝ) k := by
      intro k
      have h1 : HasDerivAt (fun s : ℝ => Z ^ 2 + s) 1 (‖k‖ ^ 2) :=
        (hasDerivAt_id _).const_add _
      have hcomp :=
        (h1.fun_pow n).comp_hasFDerivAt k (hasStrictFDerivAt_norm_sq k).hasFDerivAt
      have h2 : HasFDerivAt (fun q : Momentum => (Z ^ 2 + ‖q‖ ^ 2) ^ n) _ k := hcomp
      have h3 := hasGradientAt_iff_hasFDerivAt.mp (hd k).hasGradientAt
      rw [hφ k] at h3
      refine (h3.mul h2).congr_fderiv ?_
      refine ContinuousLinearMap.ext fun v => ?_
      have hk := hD k
      simp only [add_apply, smul_apply,
        zero_apply, innerSL_apply_apply,
        InnerProductSpace.toDual_apply_apply, velocityDipole, photonEnergy,
        real_inner_smul_left, smul_eq_mul, nsmul_eq_mul, Nat.cast_ofNat]
      cases n with
      | zero => simp
      | succ m =>
        simp only [Nat.add_sub_cancel]
        field_simp
        ring
    refine ⟨φ 0 * (Z ^ 2 + ‖(0 : Momentum)‖ ^ 2) ^ n, funext fun k => ?_⟩
    have hconst := is_const_of_fderiv_eq_zero (𝕜 := ℝ)
      (fun q => (hz q).differentiableAt) (fun q => (hz q).fderiv) k 0
    unfold orbital
    rw [eq_div_iff (pow_ne_zero n (hD k))]
    exact hconst
  · rintro ⟨A, rfl⟩
    have h := fun k => hasGradientAt_orbital A Z n k (by unfold photonEnergy; positivity)
    exact ⟨fun k => (h k).differentiableAt, fun k => (h k).gradient⟩

end PlaneWavePhotoionization
```

The existential over `A` says that the ratio fixes the shape of the momentum function and leaves only its overall scale free. The values of `Z` and `n` are given beforehand, and `Z` enters both the photon energy and the orbital. In the proof, `hz` is the vanishing derivative of the product, obtained from the product rule and the assumed gradient. The lemma `is_const_of_fderiv_eq_zero` then compares an arbitrary `k` with the origin, as in the solution.

```lean
#print axioms PlaneWavePhotoionization.hydrogenic_length_velocity_four
#print axioms PlaneWavePhotoionization.length_eq_velocity_iff
#print axioms PlaneWavePhotoionization.dipole_ratio_iff_orbital
```

```
'PlaneWavePhotoionization.hydrogenic_length_velocity_four' depends on axioms: [propext, Classical.choice, Quot.sound]
'PlaneWavePhotoionization.length_eq_velocity_iff' depends on axioms: [propext, Classical.choice, Quot.sound]
'PlaneWavePhotoionization.dipole_ratio_iff_orbital' depends on axioms: [propext, Classical.choice, Quot.sound]
```
